# Robertson's uncertainty relation for symmetric operators in a normalised pure state

Once the expectation of a commutator and the standard deviation of one observable have been calculated for a state, a single division gives a lower limit on the standard deviation of the other:

$$\sigma(A)\ \ge\ \frac{|\langle AB-BA\rangle|}{2\,\sigma(B)}\qquad(\sigma(B)\neq 0).$$

This step rests on the Robertson relation $\sigma(A)\,\sigma(B)\ge\tfrac12|\langle AB-BA\rangle|$. When the expectation of the commutator in a pure state is nonzero, the relation limits how sharply the two observables can both be distributed in that state. It concerns the spreads of the two distributions, not the disturbance that one measurement causes in another.

The Robertson theorem below assumes that $A$ and $B$ are symmetric and that $\psi$ is a unit vector, and the description of its equality case also assumes $\sigma(B)\ne0$. The examples of what fails without these hypotheses are worked by hand and are not part of the Lean file.

## Observables defined on a whole complex space

The state $\psi$ lies in a complex inner-product space $E$ of any dimension, which need not be complete. An observable is represented by a symmetric linear map `E →ₗ[ℂ] E`, defined on every vector of $E$. The type does not include the symmetry, which the theorems state as a separate hypothesis.

```lean
import Mathlib

open scoped InnerProductSpace

namespace RobertsonRelation

noncomputable section

variable {E : Type*} [NormedAddCommGroup E] [InnerProductSpace ℂ E]
```

Write $a=\langle A\rangle=\langle\psi,A\psi\rangle$ and $b=\langle B\rangle$. The inner product is conjugate-linear in its first argument.

```lean
/-- The expectation value `⟨ψ, A ψ⟩` of an operator in the state `ψ`. -/
def expect (A : E →ₗ[ℂ] E) (ψ : E) : ℂ := ⟪ψ, A ψ⟫_ℂ
```

The fluctuation vectors are $u=A\psi-a\psi$ and $v=B\psi-b\psi$.

```lean
/-- The fluctuation vector `A ψ - ⟨A⟩ ψ`. -/
def fluct (A : E →ₗ[ℂ] E) (ψ : E) : E := A ψ - expect A ψ • ψ
```

The standard deviations are their lengths, $\sigma(A)=\|u\|$ and $\sigma(B)=\|v\|$.

```lean
/-- The standard deviation of `A` in the state `ψ`: the length of the fluctuation vector. -/
def stdDev (A : E →ₗ[ℂ] E) (ψ : E) : ℝ := ‖fluct A ψ‖
```

The symmetrised covariance is $\tfrac12\langle AB+BA\rangle-ab$. In Lean, `A * B` means that $B$ acts first.

```lean
/-- The symmetrised covariance `⟨AB + BA⟩/2 - ⟨A⟩⟨B⟩`. -/
def covariance (A B : E →ₗ[ℂ] E) (ψ : E) : ℂ :=
  expect (A * B + B * A) ψ / 2 - expect A ψ * expect B ψ
```

The complex scalars matter because the bound comes from an imaginary part. On a real space the commutator of two symmetric operators has expectation zero, and the bound is empty.

The requirement that operators act everywhere excludes position and momentum on all of $L^2$. They do fit if $E$ is a common domain that both map into itself, such as the Schwartz functions. Mixed states are not covered.

## The unit vector

The hypothesis `‖ψ‖ = 1` says that the total probability is one, so that $\langle\psi,A\psi\rangle$ is a mean value. By hand it enters when the overlap of the fluctuation vectors is expanded:

$$\langle u,v\rangle=\langle A\psi,B\psi\rangle-b\,\langle A\psi,\psi\rangle-\bar a\,b+\bar a\,b\,\langle\psi,\psi\rangle .$$

Since $\langle\psi,\psi\rangle=1$, the last two terms cancel. Symmetry of $A$ turns the first two into $\langle AB\rangle$ and $-ab$, so

$$\langle u,v\rangle=\langle AB\rangle-\langle A\rangle\langle B\rangle .$$

In `inner_fluct`, `h1` is the normalisation, while `h2` and `h3` are the two uses of symmetry. The `simp only` call expands the overlap and `ring` collects the terms. Nothing is required of $B$ here.

```lean
variable {A B : E →ₗ[ℂ] E} {ψ : E}

/-- The overlap of two fluctuation vectors is the correlation `⟨AB⟩ - ⟨A⟩⟨B⟩`. -/
theorem inner_fluct (hA : A.IsSymmetric) (B : E →ₗ[ℂ] E) (hψ : ‖ψ‖ = 1) :
    ⟪fluct A ψ, fluct B ψ⟫_ℂ = expect (A * B) ψ - expect A ψ * expect B ψ := by
  have h1 : ⟪ψ, ψ⟫_ℂ = 1 := by
    rw [inner_self_eq_norm_sq_to_K, hψ]; simp
  have h2 : ⟪A ψ, B ψ⟫_ℂ = ⟪ψ, A (B ψ)⟫_ℂ := hA ψ (B ψ)
  have h3 : ⟪A ψ, ψ⟫_ℂ = ⟪ψ, A ψ⟫_ℂ := hA ψ ψ
  simp only [fluct, expect, inner_sub_left, inner_sub_right, inner_smul_left,
    inner_smul_right, h1, h2, h3, Module.End.mul_apply]
  ring
```

Setting $B=A$ gives $\sigma(A)^2=\langle A^2\rangle-\langle A\rangle^2$, which confirms that the length of the fluctuation vector is the usual standard deviation.

```lean
/-- The squared standard deviation is the variance `⟨A²⟩ - ⟨A⟩²`. -/
theorem stdDev_sq (hA : A.IsSymmetric) (hψ : ‖ψ‖ = 1) :
    ((stdDev A ψ ^ 2 : ℝ) : ℂ) = expect (A * A) ψ - expect A ψ ^ 2 := by
  rw [pow_two (expect A ψ), ← inner_fluct hA A hψ, inner_self_eq_norm_sq_to_K]
  simp [stdDev]
```

Without normalisation, this identity can fail. For $A=B=1$ and $\|\psi\|^2=\tfrac12$, the definitions give $\sigma(A)^2=\tfrac18$, whereas $\langle A^2\rangle-\langle A\rangle^2=\tfrac14$. The Robertson inequality itself would survive, because subtracting real multiples of $\psi$ leaves the imaginary part of the overlap unchanged, but its $\sigma$ would no longer be a standard deviation. The Schrödinger inequality below does fail in this example, where it would read $\tfrac1{16}\le\tfrac1{64}$.

## Symmetry of both observables

The hypothesis `A.IsSymmetric` says that $\langle A\phi,\chi\rangle=\langle\phi,A\chi\rangle$ for all vectors $\phi,\chi$, which makes expectation values real, as measured averages are. With both operators symmetric, the overlap formula also holds with $A$ and $B$ exchanged. Put $w=\langle u,v\rangle$. Then $\langle v,u\rangle=\bar w$, and subtracting the two formulas removes the products of means:

$$\langle AB-BA\rangle=w-\bar w=2i\,\mathrm{Im}\,w .$$

The commutator's expectation is therefore purely imaginary. In `expect_commutator`, the auxiliary statement `h` is the subtraction, `inner_conj_symm` supplies the conjugate, and `Complex.sub_conj` finishes.

```lean
/-- The expectation of the commutator is `2i` times the imaginary part of the overlap of
the fluctuation vectors. -/
theorem expect_commutator (hA : A.IsSymmetric) (hB : B.IsSymmetric) (hψ : ‖ψ‖ = 1) :
    expect (A * B - B * A) ψ
      = ((2 * (⟪fluct A ψ, fluct B ψ⟫_ℂ).im : ℝ) : ℂ) * Complex.I := by
  have h : expect (A * B - B * A) ψ
      = ⟪fluct A ψ, fluct B ψ⟫_ℂ - ⟪fluct B ψ, fluct A ψ⟫_ℂ := by
    rw [inner_fluct hA B hψ, inner_fluct hB A hψ]
    simp only [expect, LinearMap.sub_apply, inner_sub_right]
    ring
  -- exchanging the two observables conjugates the overlap
  rw [h, ← inner_conj_symm (fluct B ψ) (fluct A ψ)]
  exact Complex.sub_conj _
```

Adding the formulas instead of subtracting them gives $2\left(\tfrac12\langle AB+BA\rangle-ab\right)=w+\bar w$, so the covariance is $\mathrm{Re}\,w$.

```lean
/-- The symmetrised covariance is the real part of the overlap of the fluctuation vectors. -/
theorem covariance_eq (hA : A.IsSymmetric) (hB : B.IsSymmetric) (hψ : ‖ψ‖ = 1) :
    covariance A B ψ = (((⟪fluct A ψ, fluct B ψ⟫_ℂ).re : ℝ) : ℂ) := by
  have h : 2 * covariance A B ψ
      = ⟪fluct A ψ, fluct B ψ⟫_ℂ + ⟪fluct B ψ, fluct A ψ⟫_ℂ := by
    rw [inner_fluct hA B hψ, inner_fluct hB A hψ]
    simp only [covariance, expect, LinearMap.add_apply, inner_add_right]
    ring
  rw [← inner_conj_symm (fluct B ψ) (fluct A ψ), Complex.add_conj] at h
  push_cast at h
  linear_combination h / 2
```

Taking the modulus of the commutator formula gives $\tfrac12|\langle AB-BA\rangle|=|\mathrm{Im}\,w|$.

```lean
private lemma half_norm (hA : A.IsSymmetric) (hB : B.IsSymmetric) (hψ : ‖ψ‖ = 1) :
    ‖expect (A * B - B * A) ψ‖ / 2 = |(⟪fluct A ψ, fluct B ψ⟫_ℂ).im| := by
  rw [expect_commutator hA hB hψ, norm_mul, Complex.norm_I, mul_one, Complex.norm_real,
    Real.norm_eq_abs, abs_mul, abs_two]
  ring
```

The Robertson relation now follows from the Cauchy–Schwarz inequality:

$$\tfrac12|\langle AB-BA\rangle|=|\mathrm{Im}\,w|\le|w|\le\|u\|\,\|v\|=\sigma(A)\,\sigma(B).$$

The theorem `robertson` states both conclusions: the real part of the commutator's expectation is zero, and half its modulus is at most the product of the standard deviations. The two inequalities in the chain are `Complex.abs_im_le_norm` and `norm_inner_le_norm`.

```lean
/-- **Robertson relation**: the expectation of the commutator of two observables is purely
imaginary, and half its modulus bounds the product of the standard deviations from below. -/
theorem robertson (hA : A.IsSymmetric) (hB : B.IsSymmetric) (hψ : ‖ψ‖ = 1) :
    (expect (A * B - B * A) ψ).re = 0 ∧
      ‖expect (A * B - B * A) ψ‖ / 2 ≤ stdDev A ψ * stdDev B ψ := by
  constructor
  · rw [expect_commutator hA hB hψ, Complex.re_ofReal_mul, Complex.I_re, mul_zero]
  · -- Cauchy-Schwarz for the fluctuation vectors
    rw [half_norm hA hB hψ]
    exact (Complex.abs_im_le_norm _).trans (norm_inner_le_norm _ _)
```

Keeping the real part of $w$ gives the stronger Schrödinger relation. Since $|w|^2=(\mathrm{Im}\,w)^2+(\mathrm{Re}\,w)^2$, squaring Cauchy–Schwarz yields

$$\left(\tfrac12|\langle AB-BA\rangle|\right)^2+\left|\tfrac12\langle AB+BA\rangle-ab\right|^2\le\sigma(A)^2\,\sigma(B)^2 .$$

The proof substitutes the two parts of $w$, squares the Cauchy–Schwarz bound as `h`, and compares the results with `linarith`.

```lean
/-- **Schrödinger relation**: the squared commutator term and the squared covariance
together are bounded by the product of the variances. -/
theorem schrodinger (hA : A.IsSymmetric) (hB : B.IsSymmetric) (hψ : ‖ψ‖ = 1) :
    (‖expect (A * B - B * A) ψ‖ / 2) ^ 2 + ‖covariance A B ψ‖ ^ 2
      ≤ stdDev A ψ ^ 2 * stdDev B ψ ^ 2 := by
  rw [half_norm hA hB hψ, covariance_eq hA hB hψ, Complex.norm_real, Real.norm_eq_abs,
    sq_abs, sq_abs, ← mul_pow]
  have h := pow_le_pow_left₀ (norm_nonneg _)
    (norm_inner_le_norm (𝕜 := ℂ) (fluct A ψ) (fluct B ψ)) 2
  rw [Complex.sq_norm, Complex.normSq_apply] at h
  unfold stdDev
  linarith
```

If one operator is not symmetric, both conclusions of `robertson` can fail. On two-component vectors, let $A(v_0,v_1)=(v_1,0)$, $B(v_0,v_1)=(v_1,v_0)$ and $\psi=(1,0)$. Then $A\psi=0$, so $\sigma(A)=0$, but $\langle AB-BA\rangle=1$. The expectation is real and nonzero, and the inequality would read $\tfrac12\le0$.

## A nonzero spread of $B$ in the equality case

The condition $\sigma(B)\neq0$ says that $\psi$ is not an eigenvector of $B$. The Robertson and Schrödinger inequalities hold without it, but the following description of the states that attain the Robertson bound uses it. For real $r$,

$$\|u-irv\|^2=\|u\|^2+2r\,\mathrm{Im}\,w+r^2\|v\|^2 .$$

Because $\|v\|\neq0$, this has its minimum at $r=-\mathrm{Im}\,w/\|v\|^2$, with value $\|u\|^2-(\mathrm{Im}\,w)^2/\|v\|^2$. If the bound is attained, $\|u\|\,\|v\|=|\mathrm{Im}\,w|$, the minimum is zero and $u=irv$. Conversely, $u=irv$ gives $w=-ir\|v\|^2$, so $|\mathrm{Im}\,w|=|r|\,\|v\|^2=\|u\|\,\|v\|$.

The next lemma follows both directions. In the first, `hr` defines the minimising $r$, and `mul_right_cancel₀` uses $\|v\|^2\neq0$ to reduce the claim to an identity without division, which `linear_combination` verifies.

```lean
private lemma abs_im_inner_eq_iff (u v : E) (hv : ‖v‖ ≠ 0) :
    ‖u‖ * ‖v‖ = |(⟪u, v⟫_ℂ).im| ↔ ∃ r : ℝ, u = ((r : ℂ) * Complex.I) • v := by
  constructor
  · intro h
    have hv' : ‖v‖ ^ 2 ≠ 0 := pow_ne_zero 2 hv
    -- the multiple of `i v` closest to `u`
    obtain ⟨r, hr⟩ : ∃ r : ℝ, r * ‖v‖ ^ 2 = -(⟪u, v⟫_ℂ).im :=
      ⟨-(⟪u, v⟫_ℂ).im / ‖v‖ ^ 2, div_mul_cancel₀ _ hv'⟩
    have h1 : RCLike.re ((r : ℂ) * Complex.I * ⟪u, v⟫_ℂ) = -(r * (⟪u, v⟫_ℂ).im) := by
      simp
    have h2 : ‖(r : ℂ) * Complex.I‖ ^ 2 = r ^ 2 := by simp
    have h3 : (‖u‖ * ‖v‖) ^ 2 = (⟪u, v⟫_ℂ).im ^ 2 := by rw [h, sq_abs]
    refine ⟨r, ?_⟩
    rw [← sub_eq_zero, ← norm_eq_zero, ← sq_eq_zero_iff, @norm_sub_sq ℂ,
      inner_smul_right, h1, norm_smul, mul_pow, h2]
    apply mul_right_cancel₀ hv'
    linear_combination h3 + (r * ‖v‖ ^ 2 + (⟪u, v⟫_ℂ).im) * hr
  · rintro ⟨r, rfl⟩
    have h1 : ⟪v, v⟫_ℂ = ((‖v‖ ^ 2 : ℝ) : ℂ) := by
      rw [inner_self_eq_norm_sq_to_K]; simp
    have h2 : (starRingEnd ℂ ((r : ℂ) * Complex.I) * ((‖v‖ ^ 2 : ℝ) : ℂ)).im
        = -(r * ‖v‖ ^ 2) := by
      rw [Complex.im_mul_ofReal]; simp
    have h3 : ‖(r : ℂ) * Complex.I‖ = |r| := by simp
    rw [inner_smul_left, h1, h2, norm_smul, h3, abs_neg, abs_mul,
      abs_of_nonneg (sq_nonneg ‖v‖)]
    ring
```

Applied to the fluctuation vectors, the lemma says that the bound is attained exactly when $A\psi-a\psi=ir\,(B\psi-b\psi)$ for some real $r$. The value $r=0$ is allowed and describes an eigenvector of $A$.

```lean
/-- If `B` fluctuates, the Robertson bound is attained exactly when the fluctuation vector
of `A` is an imaginary multiple of that of `B`. -/
theorem robertson_eq_iff (hA : A.IsSymmetric) (hB : B.IsSymmetric) (hψ : ‖ψ‖ = 1)
    (hσ : stdDev B ψ ≠ 0) :
    stdDev A ψ * stdDev B ψ = ‖expect (A * B - B * A) ψ‖ / 2 ↔
      ∃ r : ℝ, fluct A ψ = ((r : ℂ) * Complex.I) • fluct B ψ := by
  rw [half_norm hA hB hψ]
  exact abs_im_inner_eq_iff _ _ hσ
```

If $\sigma(B)=0$, both sides of the Robertson bound vanish whatever $A$ does, but $u=irv$ would force $u=0$. The equivalence then fails whenever $A$ fluctuates.

## Spin one-half: the bound attained and exceeded

The Pauli operators act on the components `v 0` and `v 1` by $Xv=(v_1,v_0)$ and $Yv=(-iv_1,iv_0)$.

```lean
/-- The Pauli operator `X` on a spin one-half. -/
def pauliX : EuclideanSpace ℂ (Fin 2) →ₗ[ℂ] EuclideanSpace ℂ (Fin 2) where
  toFun v := !₂[v 1, v 0]
  map_add' v w := by ext i; fin_cases i <;> simp
  map_smul' c v := by ext i; fin_cases i <;> simp

/-- The Pauli operator `Y` on a spin one-half. -/
def pauliY : EuclideanSpace ℂ (Fin 2) →ₗ[ℂ] EuclideanSpace ℂ (Fin 2) where
  toFun v := !₂[-Complex.I * v 1, Complex.I * v 0]
  map_add' v w := by ext i; fin_cases i <;> simp <;> ring
  map_smul' c v := by ext i; fin_cases i <;> simp <;> ring
```

The spin-up state is $(1,0)$.

```lean
/-- The spin-up state. -/
def up : EuclideanSpace ℂ (Fin 2) := !₂[1, 0]
```

In this state $X\psi=(0,1)$ and $Y\psi=(0,i)$. Both means are zero and both standard deviations are one. The commutator is $XY-YX=2iZ$ with $Zv=(v_0,-v_1)$, so its expectation is $2i$ and half its modulus is one. The theorem checks by components that both operators are symmetric, that the state is normalised, and that the product of the standard deviations and half the modulus of the commutator's expectation both equal one. This shows that the constant $\tfrac12$ cannot be increased.

```lean
/-- The Pauli operators `X` and `Y` are symmetric, the spin-up state is normalised, and
there both sides of the Robertson bound equal one. -/
theorem robertson_witness :
    pauliX.IsSymmetric ∧ pauliY.IsSymmetric ∧ ‖up‖ = 1 ∧
      stdDev pauliX up * stdDev pauliY up = 1 ∧
      ‖expect (pauliX * pauliY - pauliY * pauliX) up‖ / 2 = 1 := by
  refine ⟨fun v w => ?_, fun v w => ?_, ?_, ?_, ?_⟩
  · simp [pauliX, PiLp.inner_apply, Fin.sum_univ_two]
    ring
  · simp [pauliY, PiLp.inner_apply, Fin.sum_univ_two]
    ring
  · simp [up, EuclideanSpace.norm_eq, Fin.sum_univ_two]
  · simp [stdDev, fluct, expect, pauliX, pauliY, up, PiLp.inner_apply,
      EuclideanSpace.norm_eq, Fin.sum_univ_two]
  · have h : expect (pauliX * pauliY - pauliY * pauliX) up = 2 * Complex.I := by
      simp [expect, pauliX, pauliY, up, PiLp.inner_apply, Fin.sum_univ_two]
      ring
    rw [h]
    simp

end

end RobertsonRelation
```

For the normalised state $\psi=(2,\,1+i)/\sqrt6$ the bound is not attained. Here

$$\langle X\rangle=\langle Y\rangle=\tfrac23,\qquad \langle Z\rangle=\tfrac{4-2}{6}=\tfrac13 .$$

Since $X^2=Y^2=1$, each variance is $1-\tfrac49=\tfrac59$, and $\sigma(X)\,\sigma(Y)=\tfrac59$. The Robertson bound is $|\langle Z\rangle|=\tfrac13$. The difference comes from the covariance: $XY+YX=0$, so it equals $-\tfrac49$, and the Schrödinger relation holds with equality, $\tfrac19+\tfrac{16}{81}=\tfrac{25}{81}$.

```lean
#print axioms RobertsonRelation.stdDev_sq
#print axioms RobertsonRelation.robertson
#print axioms RobertsonRelation.schrodinger
#print axioms RobertsonRelation.robertson_eq_iff
```

```
'RobertsonRelation.stdDev_sq' depends on axioms: [propext, Classical.choice, Quot.sound]
'RobertsonRelation.robertson' depends on axioms: [propext, Classical.choice, Quot.sound]
'RobertsonRelation.schrodinger' depends on axioms: [propext, Classical.choice, Quot.sound]
'RobertsonRelation.robertson_eq_iff' depends on axioms: [propext, Classical.choice, Quot.sound]
```
